# The sum of inverse powers over odd integers from the sum over all positive integers

The lemma `odd_sum` is a statement about real series and contains no Hamiltonian, state or other physical model. It says that if the inverse `p`-th powers of the natural numbers sum to `S`, then those of the odd numbers sum to `S - S / 2 ^ p`. The series formally starts at `n = 0`, but Lean sets `1 / 0 = 0`, so that term vanishes for `p ≥ 1`; for `p = 0` the series diverges and the hypothesis cannot hold. The attempt obtains the sum over even numbers by scaling the full series by `1 / 2 ^ p`, shows that the odd part is summable, and subtracts the even part from the whole.

The failing Lean file:

```lean
import Mathlib

open Real Filter Topology

namespace QuantumWellStark

noncomputable section

private lemma hasSum_of_eq {f g : ℕ → ℝ} {a b : ℝ} (h : HasSum g b)
    (hf : ∀ k, f k = g k) (hab : a = b) : HasSum f a := by
  obtain rfl : f = g := funext hf
  subst hab
  exact h

private lemma odd_sum {p : ℕ} {S : ℝ} (h : HasSum (fun n : ℕ => 1 / (n : ℝ) ^ p) S) :
    HasSum (fun k : ℕ => 1 / (2 * (k : ℝ) + 1) ^ p) (S - 1 / 2 ^ p * S) := by
  have he : HasSum (fun k : ℕ => 1 / ((2 * k : ℕ) : ℝ) ^ p) (1 / 2 ^ p * S) := by
    convert h.mul_left (1 / 2 ^ p) using 1
    funext k
    push_cast
    rw [mul_pow, one_div_mul_one_div]
  have ho : Summable (fun k : ℕ => 1 / ((2 * k + 1 : ℕ) : ℝ) ^ p) :=
    h.summable.comp_injective (i := fun k : ℕ => 2 * k + 1) (fun a b hab => by
      simp only at hab
      omega)
  have hu := (HasSum.even_add_odd (f := fun n : ℕ => 1 / (n : ℝ) ^ p) he ho.hasSum).unique h
  have hv := ho.hasSum
  rw [eq_sub_of_add_eq' hu] at hv
  simpa only [Nat.cast_add, Nat.cast_mul, Nat.cast_ofNat, Nat.cast_one] using hv

end

end QuantumWellStark
```

Messages:

```
Main.lean:19:4: error: Tactic `apply` failed: could not unify the conclusion of `@funext`
  ?f = ?g
with the goal
  instAddCommMonoid =
    CommRing.toNonUnitalCommRing.toNonUnitalNonAssocCommRing.toNonUnitalNonAssocSemiring.toAddCommMonoid

Note: The full type of `@funext` is
  ∀ {α : Sort ?u.105} {β : α → Sort ?u.104} {f g : (x : α) → β x}, (∀ (x : α), f x = g x) → f = g

case e'_3
p : ℕ
S : ℝ
h : HasSum (fun n => 1 / ↑n ^ p) S
⊢ instAddCommMonoid =
    CommRing.toNonUnitalCommRing.toNonUnitalNonAssocCommRing.toNonUnitalNonAssocSemiring.toAddCommMonoid
```

What went wrong. The error arises in the sum over even numbers. `convert ... using 1` matches the two `HasSum` statements argument by argument, and these arguments include the additive structure on the reals. The goal takes that structure from `instAddCommMonoid`, while `h.mul_left` reaches it through the ring structure. `convert` left their equality as a goal, and `funext k` met it there. `funext` proves equalities of functions, and Lean could not read this equality of instances as one.

The repair uses the file's own `hasSum_of_eq`, which is stated for real series. `refine` now has to fit `h.mul_left (1 / 2 ^ p)` to that lemma's hypothesis, and Lean accepts the two structures as equal by definition, so no separate goal about them appears. The placeholder in `fun k => ?_` leaves just the termwise equality, which makes `funext k` unnecessary, and `rfl` settles the equality of the two sums. The unchanged `push_cast` and `rw` then prove the termwise equality.

After these edits no error is left:

```diff
@@ -16,6 +16,5 @@
     HasSum (fun k : ℕ => 1 / (2 * (k : ℝ) + 1) ^ p) (S - 1 / 2 ^ p * S) := by
   have he : HasSum (fun k : ℕ => 1 / ((2 * k : ℕ) : ℝ) ^ p) (1 / 2 ^ p * S) := by
-    convert h.mul_left (1 / 2 ^ p) using 1
-    funext k
+    refine hasSum_of_eq (h.mul_left (1 / 2 ^ p)) (fun k => ?_) rfl
     push_cast
     rw [mul_pow, one_div_mul_one_div]
```
